# Raster exit waves fix a nowhere-vanishing probe and object up to a periodic factor

Let $P$ and $O$ be complex functions without zeros on the periodic grid $\mathbb Z/(NM)$, the probe and the object. A second pair $P',O'$ gives the same exit waves at all scan shifts in multiples of $M$ exactly when
$$P'=fP,\qquad O'=O/f$$
for some nowhere-zero $f$ with $f(x+M)=f(x)$. Nothing is assumed about zeros of $P'$ and $O'$.

For ptychographic reconstruction this means, in a thin-sample model on a one-dimensional periodic grid with fields that vanish nowhere, that a pattern with the raster's period can move between probe and object without changing any exit wave.

The counter-examples below are short computations that accompany the Lean theorems and are not part of them. They list the values of a function at $0,1,2,\dots$ in order.

## Equal complex exit waves

With the probe shifted by $s$, the exit wave at position $x$ is $P(x-s)O(x)$. This product is the thin-sample approximation: the object multiplies the illumination, and propagation inside the sample is neglected. In Lean the grid is first any additive commutative group `G`, and a scan is a set `S` of shifts.

```lean
import Mathlib

noncomputable section

namespace PtychographicRaster

variable {G : Type*} [AddCommGroup G]

/-- The exit wave at position `x` when the probe `P`, shifted by `s`, illuminates the object `O`. -/
def exitWave (P O : G → ℂ) (s x : G) : ℂ := P (x - s) * O x

/-- Two probe-object pairs give the same exit wave at every shift of the scan `S`. -/
def SameExitWaves (S : Set G) (P O P' O' : G → ℂ) : Prop :=
  ∀ s ∈ S, ∀ x, exitWave P O s x = exitWave P' O' s x
```

`SameExitWaves` compares complex amplitudes, phase included, at every shift in `S` and every position. Both directions of the argument use these equations directly.

In far-field ptychography the detector records only diffraction intensities, which is less. Take $N=2$, $M=1$, $P=O=(1,1)$ and $P'=O'=(1,-1)$. The exit waves agree at shift $0$ and differ by an overall sign at shift $1$, so all intensities agree. Yet $P'=fP$ forces $f=(1,-1)$, which is not $1$-periodic.

The raster scan consists of the integer multiples of $M$, and each grid point has a position within its raster cell, namely its residue modulo $M$.

```lean
/-- The raster scan with step `M` on the grid `ZMod (N * M)`: all integer multiples of `M`. -/
def rasterScan (N M : ℕ) : Set (ZMod (N * M)) :=
  {s | ∃ k : ℤ, s = k • (M : ZMod (N * M))}

/-- The position within one raster cell: the grid point modulo the raster step `M`. -/
def cellPos (N M : ℕ) : ZMod (N * M) →+* ZMod M :=
  ZMod.castHom (dvd_mul_left M N) (ZMod M)
```

The residue `cellPos` is well defined because $M$ divides $NM$. Lean's `N` and `M` may also be zero; `ZMod 0` is the set of integers, so an infinite grid is then included.

## A scan that contains the unshifted position

The hypothesis `h0` says that one exposure is taken at shift zero. It gives
$$P(x)O(x)=P'(x)O'(x)\quad\text{for all }x,$$
which ties the change of the object to the change of the probe at the same point. In the proof of `sameExitWaves_iff` below, this equation is `h00`.

Without it, take the grid $\mathbb Z/2$ with the single shift $1$, $P=O=(1,1)$, $P'=(1,2)$ and $O'=(1/2,1)$. The products $P'(x-1)O'(x)$ are both $1$, so the exit waves agree. But $P'=fP$ gives $f=(1,2)$, and $O/f=(1,1/2)$ is not $O'$. No factor works, invariant or not.

## A probe and an object without zeros

Physically, `hP` says that the probe has some amplitude at every grid point, and `hO` that no point of the object is completely opaque. The first is an idealisation: a probe that is exactly zero outside a window does not satisfy it.

Since $P(x)O(x)\neq0$, the shift-zero equation shows that $P'(x)$ and $O'(x)$ are nonzero too. Define $f=P'/P$, which has no zeros. Then $P'=fP$, and the shift-zero equation gives $O'=PO/P'=O/f$. At any other shift $s$ of the scan,
$$P(x-s)O(x)=P'(x-s)O'(x)=\frac{f(x-s)}{f(x)}\,P(x-s)O(x).$$
Cancelling the nonzero product leaves $f(x-s)=f(x)$. Conversely, if $f$ is nowhere zero and has this invariance, the same line read backwards shows that the exit waves agree.

```lean
/-- For a scan that contains the zero shift, and a probe and object that vanish nowhere, a second
pair gives the same exit waves exactly when `P' = f P` and `O' = O / f` for a nowhere-zero `f` that
is invariant under all scan shifts. -/
theorem sameExitWaves_iff {S : Set G} (h0 : (0 : G) ∈ S) {P O P' O' : G → ℂ}
    (hP : ∀ x, P x ≠ 0) (hO : ∀ x, O x ≠ 0) :
    SameExitWaves S P O P' O' ↔ ∃ f : G → ℂ, (∀ x, f x ≠ 0) ∧
      (∀ s ∈ S, ∀ x, f (x - s) = f x) ∧
      (∀ x, P' x = f x * P x) ∧ ∀ x, O' x = O x / f x := by
  constructor
  · intro h
    -- the unshifted exit wave shows that the second pair vanishes nowhere either
    have h00 : ∀ x, P x * O x = P' x * O' x := fun x => by
      simpa only [exitWave, sub_zero] using h 0 h0 x
    have hP' : ∀ x, P' x ≠ 0 := fun x hx =>
      mul_ne_zero (hP x) (hO x) (by rw [h00 x, hx, zero_mul])
    have hO' : ∀ x, O' x ≠ 0 := fun x hx =>
      mul_ne_zero (hP x) (hO x) (by rw [h00 x, hx, mul_zero])
    refine ⟨fun x => P' x / P x, fun x => div_ne_zero (hP' x) (hP x),
      fun s hs x => ?_, fun x => ?_, fun x => ?_⟩
    · -- comparing shift `s` with shift zero makes the probe ratio invariant
      have hsx : P (x - s) * O x = P' (x - s) * O' x := h s hs x
      show P' (x - s) / P (x - s) = P' x / P x
      rw [div_eq_div_iff (hP _) (hP _)]
      apply mul_right_cancel₀ (mul_ne_zero (hO x) (hO' x))
      linear_combination (-(P x * O x)) * hsx + (P (x - s) * O x) * h00 x
    · show P' x = P' x / P x * P x
      have := hP x
      field_simp
    · show O' x = O x / (P' x / P x)
      rw [eq_div_iff (div_ne_zero (hP' x) (hP x)), ← mul_div_assoc, div_eq_iff (hP x)]
      linear_combination -(h00 x)
  · rintro ⟨f, hf, hper, hP', hO'⟩ s hs x
    show P (x - s) * O x = P' (x - s) * O' x
    rw [hP', hO', hper s hs x]
    have := hf x
    field_simp
```

The facts `hP'` and `hO'` establish that the second pair has no zeros. For the invariance, Lean clears the denominators in $P'(x-s)/P(x-s)=P'(x)/P(x)$, multiplies by the nonzero $O(x)O'(x)$, and combines the equations for shifts $s$ and $0$ with `linear_combination`. The converse substitutes the formulas for $P'$ and $O'$ and cancels $f(x)$.

For the effect of zeros, take $N=M=2$, so that the shifts are $0$ and $2$, and compare the pairs

- $A$: probe $(1,0,1,0)$, object $(1,1,1,1)$;
- $B$: probe $(1,1,1,1)$, object $(1,0,1,0)$.

Both give the exit wave $(1,0,1,0)$ at both shifts: a dark part of the probe looks like an opaque part of the object. With $A$ as the first pair, $P'=fP$ would require $1=f(1)\cdot0$. With $B$ as the first pair, it would force $f(1)=0$. In each case the zeros fill a whole residue class modulo $M$. What the example shows to be necessary is therefore a nonzero value of the probe, and one of the object, somewhere in each class.

## Shifts that generate the whole grid

This condition enters only when one asks for uniqueness up to a constant, $P'=cP$ and $O'=O/c$ with $c\neq0$. It says that every displacement on the grid is a sum of scan shifts and their negatives.

Suppose that it holds. The shifts $s$ with $f(x-s)=f(x)$ for all $x$ form a subgroup: zero belongs to it, two such shifts can be applied in succession, and replacing $x$ by $x+s$ handles $-s$. The subgroup contains the scan, hence the whole grid. Using $x$ itself as the shift gives $f(0)=f(x-x)=f(x)$, so $f$ is constant.

Suppose that it fails. Let $f$ be $1$ on the generated subgroup and $2$ elsewhere. A scan shift never moves a point into or out of the subgroup, so $f$ is invariant, and $(fP,O/f)$ has the same exit waves as $(P,O)$. As $f$ takes two values, no constant relates the two pairs.

```lean
/-- For a scan that contains the zero shift, and a probe and object that vanish nowhere, the exit
waves fix the pair up to one nonzero constant `c`, as `P' = c P` and `O' = O / c`, exactly when the
scan shifts generate the grid. -/
theorem unique_up_to_constant_iff {S : Set G} (h0 : (0 : G) ∈ S) {P O : G → ℂ}
    (hP : ∀ x, P x ≠ 0) (hO : ∀ x, O x ≠ 0) :
    (∀ P' O' : G → ℂ, SameExitWaves S P O P' O' →
      ∃ c : ℂ, c ≠ 0 ∧ (∀ x, P' x = c * P x) ∧ ∀ x, O' x = O x / c) ↔
    AddSubgroup.closure S = ⊤ := by
  constructor
  · intro h
    by_contra hne
    obtain ⟨a, ha⟩ : ∃ a, a ∉ AddSubgroup.closure S := by
      by_contra hcon
      exact hne ((AddSubgroup.eq_top_iff' _).2 fun x => by
        by_contra hx
        exact hcon ⟨x, hx⟩)
    classical
    -- a factor with one value on the generated subgroup and another value off it
    let f : G → ℂ := fun x => if x ∈ AddSubgroup.closure S then 1 else 2
    have hf : ∀ x, f x ≠ 0 := by
      intro x
      by_cases hx : x ∈ AddSubgroup.closure S <;> simp [f, hx]
    have hper : ∀ s ∈ S, ∀ x, f (x - s) = f x := by
      intro s hs x
      have hs' := AddSubgroup.subset_closure hs
      have hiff : x - s ∈ AddSubgroup.closure S ↔ x ∈ AddSubgroup.closure S :=
        ⟨fun hx => by simpa using add_mem hx hs', fun hx => sub_mem hx hs'⟩
      simp only [f, hiff]
    obtain ⟨c, _, hc, _⟩ := h (fun x => f x * P x) (fun x => O x / f x)
      ((sameExitWaves_iff h0 hP hO).2 ⟨f, hf, hper, fun _ => rfl, fun _ => rfl⟩)
    have e : ∀ x, f x = c := fun x => mul_right_cancel₀ (hP x) (hc x)
    have f0 : f 0 = 1 := if_pos (zero_mem _)
    have fa : f a = 2 := if_neg ha
    have h12 : (1 : ℂ) = 2 := f0.symm.trans ((e 0).trans ((e a).symm.trans fa))
    norm_num at h12
  · intro h P' O' hS
    obtain ⟨f, hf, hper, hP', hO'⟩ := (sameExitWaves_iff h0 hP hO).1 hS
    -- the periods of `f` form a subgroup, which here is the whole grid
    let H : AddSubgroup G :=
      { carrier := {s | ∀ x, f (x - s) = f x}
        zero_mem' := fun x => by rw [sub_zero]
        add_mem' := fun {a b} ha hb x => by
          rw [← sub_sub]
          exact (hb (x - a)).trans (ha x)
        neg_mem' := fun {a} ha x => by
          have h1 := ha (x - -a)
          simpa using h1.symm }
    have hH : AddSubgroup.closure S ≤ H := (AddSubgroup.closure_le H).2 hper
    have hconst : ∀ x, f x = f 0 := fun x => by
      have hx : x ∈ H := hH (by rw [h]; exact AddSubgroup.mem_top x)
      have h1 : f (x - x) = f x := hx x
      rw [← h1, sub_self]
    exact ⟨f 0, hf 0, fun x => by rw [hP', hconst x], fun x => by rw [hO', hconst x]⟩
```

`AddSubgroup.closure S` is the generated subgroup, and `= ⊤` says that it is the whole grid. The first half of the proof builds the two-valued `f` and derives $1=2$ from a supposed constant. The second half defines the subgroup `H` of periods and uses `hH` to place every grid point in it.

## Shifts in multiples of $M$

For the raster, the hypothesis on the scan is its regular spacing. It contains shift zero, so the general result applies. The raster here is one-dimensional. For a raster in the plane, `sameExitWaves_iff` applies with `G` a product of two such grids, and $f$ is then periodic in both scan directions.

```lean
/-- The raster scan contains the zero shift. -/
theorem zero_mem_rasterScan (N M : ℕ) : (0 : ZMod (N * M)) ∈ rasterScan N M :=
  ⟨0, (zero_zsmul _).symm⟩
```

Invariance under all shifts $kM$ is the same as $M$-periodicity. For one direction, take the shift $M$ at the point $x+M$, which gives $f(x)=f(x+M)$. For the other, apply the period $k$ times, backwards if $k$ is negative.

```lean
/-- Raster ambiguity: for a probe and object that vanish nowhere, a second pair gives the same
exit waves at all shifts in multiples of `M` exactly when `P' = f P` and `O' = O / f` for a
nowhere-zero `M`-periodic `f`. -/
theorem raster_ambiguity {N M : ℕ} {P O P' O' : ZMod (N * M) → ℂ}
    (hP : ∀ x, P x ≠ 0) (hO : ∀ x, O x ≠ 0) :
    SameExitWaves (rasterScan N M) P O P' O' ↔ ∃ f : ZMod (N * M) → ℂ,
      (∀ x, f x ≠ 0) ∧ Function.Periodic f (M : ZMod (N * M)) ∧
      (∀ x, P' x = f x * P x) ∧ ∀ x, O' x = O x / f x := by
  rw [sameExitWaves_iff (zero_mem_rasterScan N M) hP hO]
  constructor
  · rintro ⟨f, hf, hper, h⟩
    refine ⟨f, hf, fun x => ?_, h⟩
    have h1 := hper (M : ZMod (N * M)) ⟨1, (one_zsmul _).symm⟩ (x + M)
    rw [add_sub_cancel_right] at h1
    exact h1.symm
  · rintro ⟨f, hf, hper, h⟩
    refine ⟨f, hf, ?_, h⟩
    rintro s ⟨k, rfl⟩ x
    exact (hper.zsmul k).sub_eq x
```

`Function.Periodic f M` means $f(x+M)=f(x)$. The proof rewrites with `sameExitWaves_iff` and then converts the invariance in these two steps, the second through `hper.zsmul`.

If the scan has a further shift that is not a multiple of $M$, the equivalence can fail. For $N=M=2$, add the shift $1$ and take $P=O=(1,1,1,1)$. The $2$-periodic factor $f=(1,2,1,2)$ now changes the exit wave at shift $1$, because $f(x-1)\neq f(x)$. The shifts then generate the grid, and only a constant remains free.

An $M$-periodic function is determined by its values on one cell. If $x$ and $y$ have the same residue modulo $M$, they differ by some $kM$, so $f(x)=f(y)$. Hence $f(x)=g(x\bmod M)$ for a function $g$ on $\mathbb Z/M$, and every function of this form is periodic.

```lean
/-- A function on the grid is `M`-periodic exactly when it depends only on the position within
one raster cell. -/
theorem periodic_iff_cell {N M : ℕ} (f : ZMod (N * M) → ℂ) :
    Function.Periodic f (M : ZMod (N * M)) ↔
      ∃ g : ZMod M → ℂ, ∀ x, f x = g (cellPos N M x) := by
  constructor
  · intro hper
    -- grid points at the same cell position differ by a multiple of `M`
    have key : ∀ x y, cellPos N M x = cellPos N M y → f x = f y := by
      intro x y h
      obtain ⟨a, rfl⟩ := ZMod.intCast_surjective x
      obtain ⟨b, rfl⟩ := ZMod.intCast_surjective y
      rw [map_intCast, map_intCast] at h
      have hd : ((a - b : ℤ) : ZMod M) = 0 := by rw [Int.cast_sub, h, sub_self]
      obtain ⟨k, hk⟩ := (CharP.intCast_eq_zero_iff (ZMod M) M (a - b)).1 hd
      have ha : a = b + k * (M : ℤ) := by linarith
      have hab : (a : ZMod (N * M)) = b + k • (M : ZMod (N * M)) := by
        rw [ha, zsmul_eq_mul, Int.cast_add, Int.cast_mul, Int.cast_natCast]
      rw [hab]
      exact hper.zsmul k _
    have hs := ZMod.ringHom_surjective (cellPos N M)
    exact ⟨fun j => f (Function.surjInv hs j),
      fun x => key _ _ (Function.surjInv_eq hs _).symm⟩
  · rintro ⟨g, hg⟩ x
    rw [hg, hg, map_add, map_natCast, ZMod.natCast_self, add_zero]
```

In the proof, `key` is the comparison of two points with equal residue, carried out on integer representatives. The function $g$ is then read off by choosing one grid point for each residue.

The ambiguity is thus a nowhere-zero function on one cell, which for $M\ge1$ means $M$ nonzero complex numbers. The two pairs determine it, since $g(x\bmod M)=P'(x)/P(x)$ and every residue occurs.

```lean
/-- For a probe and object that vanish nowhere, the pairs with the same raster exit waves are those
with `P' = g P` and `O' = O / g`, where `g` is a nowhere-zero function of the position within one
raster cell, and `g` is unique. -/
theorem raster_ambiguity_cell {N M : ℕ} {P O P' O' : ZMod (N * M) → ℂ}
    (hP : ∀ x, P x ≠ 0) (hO : ∀ x, O x ≠ 0) :
    SameExitWaves (rasterScan N M) P O P' O' ↔ ∃! g : ZMod M → ℂ,
      (∀ j, g j ≠ 0) ∧ (∀ x, P' x = g (cellPos N M x) * P x) ∧
      ∀ x, O' x = O x / g (cellPos N M x) := by
  rw [raster_ambiguity hP hO]
  have hs := ZMod.ringHom_surjective (cellPos N M)
  constructor
  · rintro ⟨f, hf, hper, hP', hO'⟩
    obtain ⟨g, hg⟩ := (periodic_iff_cell f).1 hper
    refine ⟨g, ⟨fun j => ?_, fun x => ?_, fun x => ?_⟩, fun g' h' => ?_⟩
    · obtain ⟨x, rfl⟩ := hs j
      rw [← hg]
      exact hf x
    · rw [← hg]
      exact hP' x
    · rw [← hg]
      exact hO' x
    · funext j
      obtain ⟨x, rfl⟩ := hs j
      rw [← hg]
      exact mul_right_cancel₀ (hP x) ((h'.2.1 x).symm.trans (hP' x))
  · rintro ⟨g, ⟨hg, hP', hO'⟩, _⟩
    exact ⟨fun x => g (cellPos N M x), fun x => hg _,
      (periodic_iff_cell _).2 ⟨g, fun _ => rfl⟩, hP', hO'⟩
```

The symbol `∃!` states that there is exactly one such `g`. Its uniqueness uses `hP` once more, to cancel $P(x)$.

## A raster step of one grid point

Every raster shift has residue zero modulo $M$, and so does every sum of such shifts. If they generate the grid, the point $1$ also has residue zero, so $M$ divides $1$ and $M=1$. Conversely, for $M=1$ every grid point is itself a scan shift.

```lean
/-- For a probe and object that vanish nowhere, the raster exit waves fix the pair up to one nonzero
constant `c`, as `P' = c P` and `O' = O / c`, exactly when the raster step is a single grid point.
-/
theorem raster_unique_iff {N M : ℕ} {P O : ZMod (N * M) → ℂ}
    (hP : ∀ x, P x ≠ 0) (hO : ∀ x, O x ≠ 0) :
    (∀ P' O' : ZMod (N * M) → ℂ, SameExitWaves (rasterScan N M) P O P' O' →
      ∃ c : ℂ, c ≠ 0 ∧ (∀ x, P' x = c * P x) ∧ ∀ x, O' x = O x / c) ↔ M = 1 := by
  rw [unique_up_to_constant_iff (zero_mem_rasterScan N M) hP hO]
  constructor
  · intro h
    -- every raster shift has cell position zero
    have hle : AddSubgroup.closure (rasterScan N M) ≤
        (cellPos N M).toAddMonoidHom.ker := by
      rw [AddSubgroup.closure_le]
      rintro s ⟨k, rfl⟩
      show cellPos N M (k • (M : ZMod (N * M))) = 0
      rw [map_zsmul, map_natCast, ZMod.natCast_self, smul_zero]
    have h1 : (1 : ZMod (N * M)) ∈ (cellPos N M).toAddMonoidHom.ker :=
      hle (by rw [h]; exact AddSubgroup.mem_top _)
    have h2 : cellPos N M 1 = 0 := h1
    rw [map_one] at h2
    exact Nat.dvd_one.1 ((CharP.cast_eq_zero_iff (ZMod M) M 1).1
      (by rw [Nat.cast_one]; exact h2))
  · rintro rfl
    rw [eq_top_iff]
    intro x _
    apply AddSubgroup.subset_closure
    obtain ⟨k, rfl⟩ := ZMod.intCast_surjective x
    exact ⟨k, by rw [Nat.cast_one, zsmul_one]⟩

end PtychographicRaster
```

The proof places the generated subgroup inside the kernel of `cellPos`, the set of points with residue zero, and then tests the point $1$. A coarser step always leaves more than a constant free, even for $N=1$, where the scan has only the shift zero and $f$ may be any nowhere-zero function.

```lean
#print axioms PtychographicRaster.raster_ambiguity_cell
#print axioms PtychographicRaster.raster_unique_iff
```

```
'PtychographicRaster.raster_ambiguity_cell' depends on axioms: [propext, Classical.choice, Quot.sound]
'PtychographicRaster.raster_unique_iff' depends on axioms: [propext, Classical.choice, Quot.sound]
```
